# For Hermitian H, trace(P(H − μI)) with 0 ≤ P ≤ 2I has a unique minimiser exactly when μ is not an eigenvalue

I have a tight-binding molecule with non-interacting electrons and a chemical potential μ in the gap between filled and empty levels. Instead of filling orbitals, I minimise trace(P(H − μI)) over density matrices P whose eigenvalues lie between 0 and 2. In the orbital basis this energy contains only the diagonal elements of P. What stops me from adding off-diagonal elements at no cost and finding a second minimiser?

## Off-diagonal elements require misplaced electrons

The bounds on P stop you. Let uᵢ be orthonormal eigenvectors of H with energies εᵢ, and let pᵢ = uᵢ†Puᵢ be the occupations. The bounds give 0 ≤ pᵢ ≤ 2, and

E(P) = trace(P(H − μI)) = Σᵢ pᵢ(εᵢ − μ).

Let Q be the orthogonal projector on the levels below μ. Then 2Q has occupations gᵢ = 2 below μ and gᵢ = 0 otherwise. Count the holes and electrons that P misplaces:

m = Σ(εᵢ<μ) (2 − pᵢ) + Σ(εᵢ≥μ) pᵢ.

If every level is at least δ ≥ 0 away from μ, each term costs at least δ per electron:

E(P) − E(2Q) = Σᵢ (pᵢ − gᵢ)(εᵢ − μ) ≥ δm.

The off-diagonal elements enter through the positive semidefinite matrix

P(2I − P)P + (2I − P)P(2I − P) = 4P − 2P².

Its trace is non-negative, so trace P² ≤ 2 trace P. In the Frobenius norm,

‖P − 2Q‖² = trace P² − 2 trace(P·2Q) + trace(4Q²)
≤ Σᵢ (2pᵢ − 2pᵢgᵢ + gᵢ²) = 2m,

because the summand is 2(2 − pᵢ) below μ and 2pᵢ otherwise. Together,

E(P) − E(2Q) ≥ (δ/2)‖P − 2Q‖².

With δ = 0 this says that 2Q is always a minimiser. If μ is not an eigenvalue, δ can be taken positive, and any minimiser equals 2Q. For density-matrix minimisation with a fixed H, the inequality also turns an energy error into a bound on the error in P, provided that μ is not an eigenvalue and that P obeys the bounds.

Both conditions matter already for one orbital. With H = (0) and μ = 0, every P = (p) with 0 ≤ p ≤ 2 has energy zero, so uniqueness fails. With H = (−1), μ = 0 and no upper bound on P, the energy −p has no minimum.

## What the Lean statements say

The index type `n` is a finite set of orthonormal basis orbitals. `IsDensity P` requires P and 2I − P to be positive semidefinite, which includes Hermiticity. This P is the spin-summed one-particle density matrix, so its trace is the electron number, not 1; that number is not fixed. `grandEnergy` is the real part of the trace, which is already real for Hermitian P and H.

`hH.eigenvalues i` is εᵢ, `occupation` is pᵢ and `projector` is Q. `isMinimiser_iff` identifies the minimiser as 2Q when no εᵢ equals μ; `existsUnique_minimiser_iff` gives the equivalence in the title. H is fixed throughout, so passing to a real molecule, where a mean-field H depends on P, is a further step.

```lean
import Mathlib

open Matrix
open scoped ComplexOrder

namespace DensityMatrixUniqueness

noncomputable section

variable {n : Type*} [Fintype n] [DecidableEq n] {H : Matrix n n ℂ}

/-- A spin-summed one-particle density matrix: `P` and `2 - P` are both positive semidefinite. -/
def IsDensity (P : Matrix n n ℂ) : Prop :=
  P.PosSemidef ∧ ((2 : ℂ) • (1 : Matrix n n ℂ) - P).PosSemidef

/-- The energy: the real part of `trace (P (H - mu))`. -/
def grandEnergy (H : Matrix n n ℂ) (mu : ℝ) (P : Matrix n n ℂ) : ℝ :=
  (trace (P * (H - (mu : ℂ) • (1 : Matrix n n ℂ)))).re

/-- `P` is a density matrix of lowest energy at chemical potential `mu`. -/
def IsMinimiser (H : Matrix n n ℂ) (mu : ℝ) (P : Matrix n n ℂ) : Prop :=
  IsDensity P ∧ ∀ R, IsDensity R → grandEnergy H mu P ≤ grandEnergy H mu R

/-- The matrix whose columns are orthonormal eigenvectors (molecular orbitals) of `H`. -/
def modes (hH : H.IsHermitian) : Matrix n n ℂ := (hH.eigenvectorUnitary : Matrix n n ℂ)

/-- The matrix that puts `f i` electrons into the `i`-th orbital of `H`. -/
def fill (hH : H.IsHermitian) (f : n → ℝ) : Matrix n n ℂ :=
  modes hH * diagonal (fun i => (f i : ℂ)) * (modes hH)ᴴ

/-- The number of electrons that `P` puts into the `i`-th orbital of `H`. -/
def occupation (hH : H.IsHermitian) (P : Matrix n n ℂ) (i : n) : ℝ :=
  (((modes hH)ᴴ * P * modes hH) i i).re

/-- The orthogonal projector on the eigenspaces of `H` below `mu`. -/
def projector (hH : H.IsHermitian) (mu : ℝ) : Matrix n n ℂ :=
  fill hH (fun i => if hH.eigenvalues i < mu then 1 else 0)

/-- The orbitals of a Hermitian `H` form a unitary matrix, and they diagonalise `H`. -/
theorem modes_spec (hH : H.IsHermitian) :
    (modes hH)ᴴ * modes hH = 1 ∧ modes hH * (modes hH)ᴴ = 1 ∧
      fill hH hH.eigenvalues = H := by
  refine ⟨mem_unitaryGroup_iff'.1 hH.eigenvectorUnitary.2,
    mem_unitaryGroup_iff.1 hH.eigenvectorUnitary.2, ?_⟩
  have h := hH.spectral_theorem
  rw [Unitary.conjStarAlgAut_apply] at h
  unfold fill modes
  exact h.symm

/-- Shifting and scaling the orbital fillings shifts and scales the matrix. -/
theorem fill_affine (hH : H.IsHermitian) (a b : ℝ) (f : n → ℝ) :
    fill hH (fun i => a + b * f i) = (a : ℂ) • (1 : Matrix n n ℂ) + (b : ℂ) • fill hH f := by
  have hd : diagonal (fun i => ((a + b * f i : ℝ) : ℂ)) =
      (a : ℂ) • (1 : Matrix n n ℂ) + (b : ℂ) • diagonal (fun i => (f i : ℂ)) := by
    ext i j
    by_cases h : i = j
    · subst h
      simp
    · simp [h]
  unfold fill
  rw [hd]
  simp only [Matrix.mul_add, Matrix.add_mul, Matrix.mul_smul, Matrix.smul_mul, Matrix.mul_one,
    (modes_spec hH).2.1]

/-- The real part of the trace of `P` against `fill hH f` involves only `f` and the orbital
occupations of `P`. -/
theorem trace_mul_fill (hH : H.IsHermitian) (P : Matrix n n ℂ) (f : n → ℝ) :
    (trace (P * fill hH f)).re = ∑ i, occupation hH P i * f i := by
  have h : trace (P * (modes hH * diagonal (fun i => (f i : ℂ)) * (modes hH)ᴴ)) =
      trace ((modes hH)ᴴ * P * modes hH * diagonal (fun i => (f i : ℂ))) := by
    rw [← Matrix.mul_assoc, Matrix.trace_mul_comm]
    simp only [Matrix.mul_assoc]
  rw [fill, h]
  simp only [Matrix.trace, Matrix.diag_apply, Matrix.mul_diagonal, Complex.re_sum,
    Complex.mul_re, Complex.ofReal_re, Complex.ofReal_im, mul_zero, sub_zero, occupation]

/-- The energy is the sum over orbitals of occupation times level energy relative to `mu`. -/
theorem grandEnergy_eq (hH : H.IsHermitian) (mu : ℝ) (P : Matrix n n ℂ) :
    grandEnergy H mu P = ∑ i, occupation hH P i * (hH.eigenvalues i - mu) := by
  have h : H - (mu : ℂ) • (1 : Matrix n n ℂ) =
      fill hH (fun i => -mu + 1 * hH.eigenvalues i) := by
    rw [fill_affine hH (-mu) 1 hH.eigenvalues, (modes_spec hH).2.2]
    push_cast
    module
  rw [grandEnergy, h, trace_mul_fill]
  exact Finset.sum_congr rfl fun i _ => by ring

/-- Fillings between 0 and 2 give a density matrix with exactly these occupations. -/
theorem isDensity_fill (hH : H.IsHermitian) (f : n → ℝ) (hf : ∀ i, 0 ≤ f i ∧ f i ≤ 2) :
    IsDensity (fill hH f) ∧ ∀ i, occupation hH (fill hH f) i = f i := by
  have key : ∀ g : n → ℝ, (∀ i, 0 ≤ g i) → (fill hH g).PosSemidef := by
    intro g hg
    have h0 : ∀ i, (0 : ℂ) ≤ (g i : ℂ) := fun i => by exact_mod_cast hg i
    have hd : (diagonal (fun i => (g i : ℂ))).PosSemidef := posSemidef_diagonal_iff.2 h0
    unfold fill
    exact hd.mul_mul_conjTranspose_same (modes hH)
  refine ⟨⟨key f fun i => (hf i).1, ?_⟩, fun i => ?_⟩
  · have h := key (fun i => 2 + (-1) * f i) (fun i => by linarith [(hf i).2])
    rw [fill_affine hH 2 (-1) f] at h
    convert h using 1
    push_cast
    module
  · have h : (modes hH)ᴴ * fill hH f * modes hH = ((modes hH)ᴴ * modes hH) *
        diagonal (fun i => (f i : ℂ)) * ((modes hH)ᴴ * modes hH) := by
      simp only [fill, Matrix.mul_assoc]
    rw [occupation, h, (modes_spec hH).1]
    simp

/-- Every density matrix satisfies `trace P² ≤ 2 trace P`. -/
theorem trace_sq_le {P : Matrix n n ℂ} (hP : IsDensity P) :
    (trace (P * P)).re ≤ 2 * (trace P).re := by
  have h1 := hP.2.conjTranspose_mul_mul_same P
  have h2 := hP.1.conjTranspose_mul_mul_same ((2 : ℂ) • (1 : Matrix n n ℂ) - P)
  rw [hP.1.isHermitian.eq] at h1
  rw [hP.2.isHermitian.eq] at h2
  have h3 := (Complex.le_def.1 (h1.add h2).trace_nonneg).1
  -- P(2-P)P + (2-P)P(2-P) = 4P - 2P²
  have e : P * ((2 : ℂ) • (1 : Matrix n n ℂ) - P) * P +
      ((2 : ℂ) • (1 : Matrix n n ℂ) - P) * P * ((2 : ℂ) • (1 : Matrix n n ℂ) - P) =
      P + P + P + P - (P * P + P * P) := by
    simp only [Matrix.mul_sub, Matrix.sub_mul, Matrix.mul_smul, Matrix.smul_mul,
      Matrix.mul_one, Matrix.one_mul, Matrix.mul_assoc]
    module
  rw [e] at h3
  simp only [Matrix.trace_add, Matrix.trace_sub, Complex.add_re, Complex.sub_re,
    Complex.zero_re] at h3
  linarith

/-- `projector` is Hermitian and idempotent; it keeps every eigenvector of `H` with energy
below `mu` and annihilates every eigenvector with energy at or above `mu`. -/
theorem projector_spec (hH : H.IsHermitian) (mu : ℝ) :
    (projector hH mu).IsHermitian ∧ projector hH mu * projector hH mu = projector hH mu ∧
      ∀ (E : ℝ) (v : n → ℂ), H *ᵥ v = (E : ℂ) • v →
        projector hH mu *ᵥ v = if E < mu then v else 0 := by
  refine ⟨(isDensity_fill hH (fun i => if hH.eigenvalues i < mu then 1 else 0)
    fun i => ?_).1.1.isHermitian, ?_, fun E v hv => ?_⟩
  · split_ifs <;> norm_num
  · have h : ∀ D : Matrix n n ℂ, modes hH * D * (modes hH)ᴴ * (modes hH * D * (modes hH)ᴴ) =
        modes hH * (D * ((modes hH)ᴴ * modes hH) * D) * (modes hH)ᴴ := fun D => by
      simp only [Matrix.mul_assoc]
    rw [projector, fill, h, (modes_spec hH).1, Matrix.mul_one, diagonal_mul_diagonal]
    congr 3
    funext i
    split_ifs <;> simp
  · have hc : (modes hH)ᴴ * H =
        diagonal (fun i => (hH.eigenvalues i : ℂ)) * (modes hH)ᴴ := by
      calc (modes hH)ᴴ * H = (modes hH)ᴴ * fill hH hH.eigenvalues := by
            rw [(modes_spec hH).2.2]
        _ = ((modes hH)ᴴ * modes hH) * diagonal (fun i => (hH.eigenvalues i : ℂ)) *
            (modes hH)ᴴ := by simp only [fill, Matrix.mul_assoc]
        _ = _ := by rw [(modes_spec hH).1, Matrix.one_mul]
    -- only orbitals of energy E contribute to v
    have hw : ∀ i, (hH.eigenvalues i : ℂ) * ((modes hH)ᴴ *ᵥ v) i =
        (E : ℂ) * ((modes hH)ᴴ *ᵥ v) i := fun i => by
      have h := congrArg (fun M => (M *ᵥ v) i) hc
      simp only [← Matrix.mulVec_mulVec, hv, Matrix.mulVec_smul, Matrix.mulVec_diagonal,
        Pi.smul_apply, smul_eq_mul] at h
      exact h.symm
    have hq : diagonal (fun i => ((if hH.eigenvalues i < mu then 1 else 0 : ℝ) : ℂ)) *ᵥ
        ((modes hH)ᴴ *ᵥ v) = ((if E < mu then 1 else 0 : ℝ) : ℂ) • ((modes hH)ᴴ *ᵥ v) := by
      funext i
      rw [Matrix.mulVec_diagonal, Pi.smul_apply, smul_eq_mul]
      by_cases h0 : ((modes hH)ᴴ *ᵥ v) i = 0
      · rw [h0, mul_zero, mul_zero]
      · have hE : hH.eigenvalues i = E := by exact_mod_cast mul_right_cancel₀ h0 (hw i)
        rw [hE]
    rw [projector, fill, ← Matrix.mulVec_mulVec, ← Matrix.mulVec_mulVec, hq,
      Matrix.mulVec_smul, Matrix.mulVec_mulVec, (modes_spec hH).2.1, Matrix.one_mulVec]
    split_ifs <;> simp

/-- If every level of `H` is at least `δ ≥ 0` away from `mu`, a density matrix `P` lies above
twice the projector in energy by at least `δ/2` times their squared Frobenius distance. -/
theorem gap_stability (hH : H.IsHermitian) {mu δ : ℝ} (hδ : 0 ≤ δ)
    (hgap : ∀ i, δ ≤ |hH.eigenvalues i - mu|) {P : Matrix n n ℂ} (hP : IsDensity P) :
    δ / 2 * ∑ i, ∑ j, ‖(P - (2 : ℂ) • projector hH mu) i j‖ ^ 2 ≤
      grandEnergy H mu P - grandEnergy H mu ((2 : ℂ) • projector hH mu) := by
  obtain ⟨g, hg, hG⟩ : ∃ g : n → ℝ, (∀ i, (hH.eigenvalues i < mu ∧ g i = 2) ∨
      (mu ≤ hH.eigenvalues i ∧ g i = 0)) ∧ (2 : ℂ) • projector hH mu = fill hH g := by
    refine ⟨fun i => 0 + 2 * (if hH.eigenvalues i < mu then 1 else 0), fun i => ?_, ?_⟩
    · by_cases h : hH.eigenvalues i < mu
      · left; simp [h]
      · right; simp [h, not_lt.1 h]
    · rw [fill_affine hH 0 2]
      simp [projector]
  rw [hG]
  obtain ⟨hGd, hGo⟩ := isDensity_fill hH g fun i => by
    rcases hg i with ⟨_, h⟩ | ⟨_, h⟩ <;> rw [h] <;> norm_num
  -- occupations lie between 0 and 2
  have hp0 : ∀ i, 0 ≤ occupation hH P i := fun i =>
    (Complex.le_def.1 ((hP.1.conjTranspose_mul_mul_same (modes hH)).diag_nonneg (i := i))).1
  have hp2 : ∀ i, occupation hH P i ≤ 2 := fun i => by
    have h := (Complex.le_def.1
      ((hP.2.conjTranspose_mul_mul_same (modes hH)).diag_nonneg (i := i))).1
    have e : (modes hH)ᴴ * ((2 : ℂ) • (1 : Matrix n n ℂ) - P) * modes hH =
        (2 : ℂ) • (1 : Matrix n n ℂ) - (modes hH)ᴴ * P * modes hH := by
      simp only [Matrix.mul_sub, Matrix.sub_mul, Matrix.mul_smul, Matrix.smul_mul,
        Matrix.mul_one, (modes_spec hH).1]
    rw [e] at h
    simpa [occupation] using h
  -- the squared distance is a trace, bounded through the occupations
  have hD : (P - fill hH g).IsHermitian := hP.1.isHermitian.sub hGd.1.isHermitian
  have hF : ∑ i, ∑ j, ‖(P - fill hH g) i j‖ ^ 2 =
      (trace ((P - fill hH g) * (P - fill hH g))).re := by
    simp only [Matrix.trace, Matrix.diag_apply, Matrix.mul_apply, Complex.re_sum]
    refine Finset.sum_congr rfl fun i _ => Finset.sum_congr rfl fun j _ => ?_
    rw [← hD.apply j i, Complex.star_def, Complex.mul_conj, Complex.ofReal_re,
      Complex.normSq_eq_norm_sq]
  have hT : (trace P).re = ∑ i, occupation hH P i := by
    have h := trace_mul_fill hH P (fun i => 1 + 0 * g i)
    rw [fill_affine hH 1 0 g] at h
    simpa using h
  have hS : ∑ i, ∑ j, ‖(P - fill hH g) i j‖ ^ 2 ≤
      ∑ i, (2 * occupation hH P i - 2 * (occupation hH P i * g i) + g i * g i) := by
    have h1 := trace_sq_le hP
    have h2 := trace_mul_fill hH P g
    have h3 := trace_mul_fill hH (fill hH g) g
    simp only [hGo] at h3
    rw [hF]
    simp only [Matrix.sub_mul, Matrix.mul_sub, Matrix.trace_sub, Complex.sub_re,
      Matrix.trace_mul_comm (fill hH g) P, Finset.sum_add_distrib, Finset.sum_sub_distrib,
      ← Finset.mul_sum]
    linarith
  refine (mul_le_mul_of_nonneg_left hS (by linarith)).trans ?_
  rw [grandEnergy_eq hH, grandEnergy_eq hH, ← Finset.sum_sub_distrib, Finset.mul_sum]
  -- each misplaced electron or hole costs at least δ
  refine Finset.sum_le_sum fun i _ => ?_
  have hi := hgap i
  rw [hGo]
  rcases hg i with ⟨h, h'⟩ | ⟨h, h'⟩
  · rw [abs_of_neg (by linarith)] at hi
    rw [h']
    linear_combination mul_nonneg (sub_nonneg.2 (hp2 i)) (sub_nonneg.2 hi)
  · rw [abs_of_nonneg (by linarith)] at hi
    rw [h']
    linear_combination mul_nonneg (hp0 i) (sub_nonneg.2 hi)

/-- For Hermitian `H` and `mu` not an eigenvalue, a matrix minimises the energy among density
matrices if and only if it is twice the projector on the eigenspaces below `mu`. -/
theorem isMinimiser_iff (hH : H.IsHermitian) {mu : ℝ} (hmu : ∀ i, hH.eigenvalues i ≠ mu)
    (P : Matrix n n ℂ) : IsMinimiser H mu P ↔ P = (2 : ℂ) • projector hH mu := by
  have hQ : IsDensity ((2 : ℂ) • projector hH mu) := by
    have h := (isDensity_fill hH
      (fun i => 0 + 2 * (if hH.eigenvalues i < mu then 1 else 0))
      (fun i => by split_ifs <;> norm_num)).1
    rw [fill_affine hH 0 2] at h
    simpa [projector] using h
  constructor
  · rintro ⟨hP, hmin⟩
    rcases isEmpty_or_nonempty n with hn | hn
    · ext i j
      exact isEmptyElim i
    -- the level closest to mu sets the gap
    obtain ⟨k, hk⟩ := Finite.exists_min (fun i => |hH.eigenvalues i - mu|)
    have hpos : 0 < |hH.eigenvalues k - mu| := abs_pos.2 (sub_ne_zero.2 (hmu k))
    have h := gap_stability hH hpos.le hk hP
    have h' := hmin _ hQ
    have hS : ∑ i, ∑ j, ‖(P - (2 : ℂ) • projector hH mu) i j‖ ^ 2 ≤ 0 := by
      by_contra hc
      have := mul_pos (half_pos hpos) (not_le.1 hc)
      linarith
    ext i j
    have h1 := Finset.single_le_sum
      (f := fun j => ‖(P - (2 : ℂ) • projector hH mu) i j‖ ^ 2)
      (fun j _ => sq_nonneg _) (Finset.mem_univ j)
    have h2 := Finset.single_le_sum
      (f := fun i => ∑ j, ‖(P - (2 : ℂ) • projector hH mu) i j‖ ^ 2)
      (fun i _ => Finset.sum_nonneg fun j _ => sq_nonneg _) (Finset.mem_univ i)
    have h3 : ‖(P - (2 : ℂ) • projector hH mu) i j‖ ^ 2 = 0 :=
      le_antisymm (h1.trans (h2.trans hS)) (sq_nonneg _)
    exact sub_eq_zero.1 (norm_eq_zero.1 ((pow_eq_zero_iff two_ne_zero).1 h3))
  · rintro rfl
    refine ⟨hQ, fun R hR => ?_⟩
    have h := gap_stability (mu := mu) (δ := 0) hH le_rfl (fun i => abs_nonneg _) hR
    rw [zero_div, zero_mul] at h
    linarith

/-- For Hermitian `H` the energy has exactly one minimiser among density matrices if and only
if `mu` is not an eigenvalue of `H`. -/
theorem existsUnique_minimiser_iff (hH : H.IsHermitian) (mu : ℝ) :
    (∃! P, IsMinimiser H mu P) ↔ ∀ i, hH.eigenvalues i ≠ mu := by
  constructor
  · intro hu k hk
    -- an orbital at mu may hold any number c of electrons from 0 to 2 at no cost
    have hC : ∀ c : ℝ, 0 ≤ c → c ≤ 2 → ∃ P, IsMinimiser H mu P ∧ occupation hH P k = c := by
      intro c h0 h2
      obtain ⟨hd, ho⟩ := isDensity_fill hH
        (fun i => if hH.eigenvalues i < mu then 2 else if hH.eigenvalues i = mu then c else 0)
        (fun i => by split_ifs <;> constructor <;> linarith)
      obtain ⟨-, hq⟩ := isDensity_fill hH
        (fun i => 0 + 2 * (if hH.eigenvalues i < mu then 1 else 0))
        (fun i => by split_ifs <;> norm_num)
      have hG : (2 : ℂ) • projector hH mu =
          fill hH (fun i => 0 + 2 * (if hH.eigenvalues i < mu then 1 else 0)) := by
        rw [fill_affine hH 0 2]
        simp [projector]
      refine ⟨_, ⟨hd, fun R hR => ?_⟩, by rw [ho]; simp [hk]⟩
      have h := gap_stability (mu := mu) (δ := 0) hH le_rfl (fun i => abs_nonneg _) hR
      rw [zero_div, zero_mul, hG] at h
      refine le_trans (le_of_eq ?_) (sub_nonneg.1 h)
      rw [grandEnergy_eq hH, grandEnergy_eq hH]
      refine Finset.sum_congr rfl fun i _ => ?_
      rw [ho, hq]
      by_cases h1 : hH.eigenvalues i < mu
      · simp [h1]
      · by_cases h3 : hH.eigenvalues i = mu
        · simp [h3]
        · simp [h1, h3]
    obtain ⟨P, hP, hPk⟩ := hC 0 le_rfl (by norm_num)
    obtain ⟨R, hR, hRk⟩ := hC 2 (by norm_num) le_rfl
    rw [hu.unique hP hR, hRk] at hPk
    norm_num at hPk
  · intro h
    exact ⟨_, (isMinimiser_iff hH h _).2 rfl, fun P hP => (isMinimiser_iff hH h P).1 hP⟩

end

end DensityMatrixUniqueness
```

```lean
#print axioms DensityMatrixUniqueness.projector_spec
#print axioms DensityMatrixUniqueness.existsUnique_minimiser_iff
```

```
'DensityMatrixUniqueness.projector_spec' depends on axioms: [propext, Classical.choice, Quot.sound]
'DensityMatrixUniqueness.existsUnique_minimiser_iff' depends on axioms: [propext, Classical.choice, Quot.sound]
```

## From the orbital sums to uniqueness

`modes_spec` supplies the unitary matrix of eigenvectors. `fill` builds a matrix from chosen occupations, and `isDensity_fill` shows that it is admissible when they lie in [0, 2]. `fill_affine` and `trace_mul_fill` lead to the orbital sum for the energy in `grandEnergy_eq`. `projector_spec` confirms that Q is Hermitian and idempotent, keeps eigenvectors below μ and annihilates the others.

`trace_sq_le` is the trace inequality above. In `gap_stability`, `hS` bounds the squared distance by the occupation sum. The two closing `linear_combination` steps then compare energies orbital by orbital, using (2 − pᵢ)(μ − εᵢ − δ) ≥ 0 below μ and pᵢ(εᵢ − μ − δ) ≥ 0 otherwise.

`isMinimiser_iff` takes δ from the level closest to μ, treating the empty index set separately. A minimiser then has squared distance at most zero from 2Q, so every entry of the difference vanishes. For the converse in `existsUnique_minimiser_iff`, `hC` places any number c of electrons between 0 and 2 in each orbital at μ without changing the energy. The choices c = 0 and c = 2 give two different minimisers.
